# Cauchy's stress theorem: balanced face forces that scale with area are linear in the area vector

Cut a stressed crystal along a small plane face. Its area vector $a$ has the face's area as length and the outward normal as direction, and the material outside pulls on the face with force $T(a)$. If the forces on the faces $e_1$ and $e_2$ are known, with $e_1,e_2,e_3$ the Cartesian unit vectors, what is the force on the oblique face $e_1+e_2$?

Compare two tetrahedra whose area vectors each sum to zero:

- $e_3,\; e_1,\; e_1+e_2,\; -(e_3+2e_1+e_2)$
- $e_3,\; 2e_1,\; e_2,\; -(e_3+2e_1+e_2)$

If the forces on each tetrahedron balance, subtraction removes the two shared faces and leaves $T(e_1)+T(e_1+e_2)=T(2e_1)+T(e_2)$. Doubling an area doubles its force, so $T(e_1+e_2)=T(e_1)+T(e_2)$.

## From two tetrahedra to a stress tensor

Suppose that the forces balance on every non-degenerate tetrahedron and that $T(ca)=c\,T(a)$ for $c\ge 0$. Then $T$ is linear.

**Independent $a,b$.** Choose $c$ outside their plane. The argument above, with $c,a,b$ for $e_3,e_1,e_2$, gives $T(a+b)=T(a)+T(b)$.

**Reversal.** For $a\neq0$ take $b$ independent of $a$. Since $b=-a+(a+b)$, and both pairs are independent,
$$T(b)=T(-a)+T(a+b)=T(-a)+T(a)+T(b),$$
so $T(-a)=-T(a)$. For $a=0$, homogeneity gives $T(0)=0$.

**All factors, all pairs.** For $c<0$, $T(ca)=-T(|c|a)=c\,T(a)$. If $b=ra$, then $T(a+b)=(1+r)T(a)=T(a)+T(b)$. The case $a=0$ is immediate.

Continuity can replace homogeneity. For independent $a,b$, balance the faces $\varepsilon c,\,a,\,b,\,-(a+b+\varepsilon c)$ and let $\varepsilon\to0$:
$$T(a)+T(b)+T(0)+T(-(a+b))=0.$$
Replacing $b$ by $\varepsilon b$ gives $T(a)+2T(0)+T(-a)=0$ for $a\ne0$, and shrinking $a$ gives $4T(0)=0$. Hence $T$ is odd, and additive on independent pairs. A parallel pair $a,ra$ is the limit of the independent pairs $a,\,ra+\varepsilon c$, now with $c$ not parallel to $a$. Additivity gives $T(qa)=q\,T(a)$ for rational $q$, and continuity extends this to real factors.

**A numerical instance.** Let the tractions on the faces with normals $e_1$ and $e_2$ be $(2,1,0)$ and $(1,3,0)$ MPa. For $n=(3,4,0)/5$ the traction is
$$\tfrac15\bigl[3(2,1,0)+4(1,3,0)\bigr]=(2,3,0)\ \text{MPa}.$$
Its normal component is $(6+12)/5=3.6$ MPa, and its shear component is $\sqrt{13-3.6^2}=0.2$ MPa.

## Area vectors and balance in Lean

```lean
import Mathlib

noncomputable section

namespace CauchyStress

/-- Three-dimensional Euclidean space, home of area vectors and forces. -/
abbrev Space := EuclideanSpace ℝ (Fin 3)
```

Vectors in `Space` serve both as area vectors and as forces.

```lean
/-- The forces `T a` on the four faces of every non-degenerate tetrahedron sum to zero;
the area vectors of the faces sum to zero and the first three are linearly independent. -/
def TetrahedronBalance (T : Space → Space) : Prop :=
  ∀ a₁ a₂ a₃ a₄ : Space, LinearIndependent ℝ ![a₁, a₂, a₃] →
    a₁ + a₂ + a₃ + a₄ = 0 → T a₁ + T a₂ + T a₃ + T a₄ = 0
```

Linear independence excludes flat tetrahedra. The balance is assumed at one material point. In a real body it comes from shrinking a tetrahedron, whose body force and inertia scale with volume while its surface forces scale with area; that limit is not derived here.

Another model would use a traction $t(x,n)$ depending on position $x$, together with the full momentum balance. The shrinking limit would then have to be proved, under regularity assumptions in $x$, before the same algebra applied.

```lean
/-- The force on a face with nonzero area vector `a`: the area `‖a‖` times the traction `t`
at the unit normal `a / ‖a‖`. For `a = 0` the force is zero. -/
def faceForce (t : Space → Space) (a : Space) : Space := ‖a‖ • t (‖a‖⁻¹ • a)
```

This turns a traction per unit area into a face force. Only the values of `t` at unit vectors matter.

## Linearity from homogeneity

```lean
/-- Three vectors are linearly independent exactly when only the trivial combination
of them vanishes. -/
lemma indep_iff {a b c : Space} : LinearIndependent ℝ ![a, b, c] ↔
    ∀ x y z : ℝ, x • a + y • b + z • c = 0 → x = 0 ∧ y = 0 ∧ z = 0 := by
  rw [Fintype.linearIndependent_iff]
  constructor
  · intro h x y z e
    have h' := h ![x, y, z] (by simpa [Fin.sum_univ_three] using e)
    exact ⟨h' 0, h' 1, h' 2⟩
  · intro h g e
    rw [Fin.sum_univ_three] at e
    obtain ⟨h0, h1, h2⟩ := h (g 0) (g 1) (g 2) e
    intro i
    fin_cases i
    exacts [h0, h1, h2]
```

This lemma reduces the independence of each tetrahedron's faces to comparing coefficients.

```lean
/-- For a positively homogeneous force law with tetrahedron balance, the forces on two
faces with linearly independent area vectors add up to the force on the summed area vector. -/
theorem force_add_of_independent {T : Space → Space}
    (hom : ∀ (c : ℝ) (a : Space), 0 ≤ c → T (c • a) = c • T a)
    (bal : TetrahedronBalance T) {a b : Space} (h : LinearIndependent ℝ ![a, b]) :
    T (a + b) = T a + T b := by
  obtain ⟨c, hc⟩ := exists_linearIndependent_cons_of_lt_finrank h (by simp)
  have hc' := indep_iff.1 (show LinearIndependent ℝ ![c, a, b] from hc)
  -- two tetrahedra that share the faces `c` and `-(c + 2a + b)`
  have h1 : LinearIndependent ℝ ![c, a, a + b] := indep_iff.2 fun x y z e => by
    obtain ⟨hx, hy, hz⟩ := hc' x (y + z) z (by linear_combination (norm := module) e)
    exact ⟨hx, by linarith, hz⟩
  have h2 : LinearIndependent ℝ ![c, (2 : ℝ) • a, b] := indep_iff.2 fun x y z e => by
    obtain ⟨hx, hy, hz⟩ := hc' x (2 * y) z (by linear_combination (norm := module) e)
    exact ⟨hx, by linarith, hz⟩
  have e1 := bal _ _ _ (-(c + (2 : ℝ) • a + b)) h1 (by module)
  have e2 := bal _ _ _ (-(c + (2 : ℝ) • a + b)) h2 (by module)
  rw [hom 2 a (by norm_num)] at e2
  linear_combination (norm := module) e1 - e2
```

Here `e1` and `e2` are the two balances, and the last line subtracts them. The option `(norm := module)` lets `linear_combination` work with vector equations.

```lean
/-- Action and reaction: for a positively homogeneous force law with tetrahedron balance,
reversing the area vector reverses the force. -/
theorem force_neg {T : Space → Space}
    (hom : ∀ (c : ℝ) (a : Space), 0 ≤ c → T (c • a) = c • T a)
    (bal : TetrahedronBalance T) (a : Space) : T (-a) = -T a := by
  by_cases ha : a = 0
  · have h0 : T 0 = 0 := by simpa using hom 0 0 le_rfl
    simp [ha, h0]
  obtain ⟨b, hb⟩ := exists_linearIndependent_pair_of_one_lt_finrank (R := ℝ) (by simp) ha
  have h' : LinearIndependent ℝ ![-a, a + b] := LinearIndependent.pair_iff.2 fun s t e => by
    obtain ⟨h1, h2⟩ := LinearIndependent.pair_iff.1 hb (t - s) t
      (by linear_combination (norm := module) e)
    exact ⟨by linarith, h2⟩
  -- `b = -a + (a + b)`, and the force is additive on both pairs
  have e := force_add_of_independent hom bal h'
  rw [neg_add_cancel_left, force_add_of_independent hom bal hb] at e
  linear_combination (norm := module) -e

/-- **Cauchy stress theorem.** A force law that is positively homogeneous in the area vector
and balanced on every non-degenerate tetrahedron is linear. -/
theorem cauchy_stress {T : Space → Space}
    (hom : ∀ (c : ℝ) (a : Space), 0 ≤ c → T (c • a) = c • T a)
    (bal : TetrahedronBalance T) : IsLinearMap ℝ T := by
  have hs : ∀ (c : ℝ) (a : Space), T (c • a) = c • T a := by
    intro c a
    rcases le_total 0 c with hc | hc
    · exact hom c a hc
    · have h := hom (-c) a (by linarith)
      rw [neg_smul, force_neg hom bal, neg_smul, neg_inj] at h
      exact h
  refine ⟨fun a b => ?_, hs⟩
  by_cases h : LinearIndependent ℝ ![a, b]
  · exact force_add_of_independent hom bal h
  by_cases ha : a = 0
  · have h0 : T 0 = 0 := by simpa using hs 0 0
    simp [ha, h0]
  -- parallel area vectors: homogeneity suffices
  rw [LinearIndependent.pair_iff' ha] at h
  push Not at h
  obtain ⟨r, rfl⟩ := h
  rw [show a + r • a = (1 + r) • a by module, hs, hs]
  module
```

The proof treats negative factors first, then independent, zero and parallel area vectors.

```lean
/-- Converse: every linear force law is balanced on every non-degenerate tetrahedron. -/
theorem balance_of_linear {T : Space → Space} (h : IsLinearMap ℝ T) :
    TetrahedronBalance T := by
  intro a₁ a₂ a₃ a₄ _ e
  rw [← h.map_add, ← h.map_add, ← h.map_add, e, h.map_zero]
```

Conversely, a linear $T$ sends the closed sum of area vectors to $T(0)=0$.

## Linearity from continuity

```lean
/-- A continuous vector function of a real parameter that vanishes away from zero
also vanishes at zero. -/
lemma vanish_at_zero {f : ℝ → Space} (hf : Continuous f) (h : ∀ ε, ε ≠ 0 → f ε = 0) :
    f 0 = 0 := by
  have e : f = fun _ => 0 := Continuous.ext_on (dense_compl_singleton (0 : ℝ)) hf
    continuous_const (fun ε hε => h ε hε)
  exact congrFun e 0
```

Each limit $\varepsilon\to0$ is one use of this lemma.

```lean
/-- A continuous force law that is balanced on every non-degenerate tetrahedron is linear. -/
theorem cauchy_stress_of_continuous {T : Space → Space} (hT : Continuous T)
    (bal : TetrahedronBalance T) : IsLinearMap ℝ T := by
  -- shrink one face to zero
  have two : ∀ a b, LinearIndependent ℝ ![a, b] → T a + T b + T 0 + T (-(a + b)) = 0 := by
    intro a b h
    obtain ⟨c, hc⟩ := exists_linearIndependent_cons_of_lt_finrank h (by simp)
    have hc' := indep_iff.1 (show LinearIndependent ℝ ![c, a, b] from hc)
    have key := vanish_at_zero (f := fun ε => T a + T b + T (ε • c) + T (-(a + b + ε • c)))
      (by fun_prop) (fun ε hε => by
        have hi : LinearIndependent ℝ ![ε • c, a, b] := indep_iff.2 fun x y z e => by
          obtain ⟨hx, hy, hz⟩ := hc' (x * ε) y z (by linear_combination (norm := module) e)
          exact ⟨(mul_eq_zero.1 hx).resolve_right hε, hy, hz⟩
        have e := bal _ _ _ (-(a + b + ε • c)) hi (by module)
        linear_combination (norm := module) e)
    simpa using key
  have indep : ∀ a b : Space, LinearIndependent ℝ ![a, b] → ∀ r ε : ℝ, ε ≠ 0 →
      LinearIndependent ℝ ![a, r • a + ε • b] := by
    intro a b h r ε hε
    refine LinearIndependent.pair_iff.2 fun s t e => ?_
    obtain ⟨h1, h2⟩ := LinearIndependent.pair_iff.1 h (s + t * r) (t * ε)
      (by linear_combination (norm := module) e)
    have ht := (mul_eq_zero.1 h2).resolve_right hε
    exact ⟨by simpa [ht] using h1, ht⟩
  -- shrink a second face, then the last two
  have one : ∀ a, a ≠ 0 → T a + T 0 + T 0 + T (-a) = 0 := by
    intro a ha
    obtain ⟨b, hb⟩ := exists_linearIndependent_pair_of_one_lt_finrank (R := ℝ) (by simp) ha
    have key := vanish_at_zero (f := fun ε => T a + T (ε • b) + T 0 + T (-(a + ε • b)))
      (by fun_prop) (fun ε hε => two a (ε • b) (by simpa using indep a b hb 0 ε hε))
    simpa using key
  have zero : T 0 = 0 := by
    have : Nontrivial Space := Module.nontrivial_of_finrank_pos (R := ℝ) (by simp)
    obtain ⟨v, hv⟩ := exists_ne (0 : Space)
    have key := vanish_at_zero (f := fun ε => T (ε • v) + T 0 + T 0 + T (-(ε • v)))
      (by fun_prop) (fun ε hε => one _ (smul_ne_zero hε hv))
    simp only [zero_smul, neg_zero] at key
    linear_combination (norm := module) (1 / 4 : ℝ) • key
  have add_indep : ∀ a b, LinearIndependent ℝ ![a, b] → T (a + b) - T a - T b = 0 := by
    intro a b h
    have e1 := two a b h
    have hne : a + b ≠ 0 := fun e => by
      have h1 := LinearIndependent.pair_iff.1 h 1 1 (by simpa using e)
      exact one_ne_zero h1.1
    have e2 := one (a + b) hne
    rw [zero] at e1 e2
    linear_combination (norm := module) e2 - e1
  have add : ∀ a b, T (a + b) = T a + T b := by
    intro a b
    by_cases ha : a = 0
    · simp [ha, zero]
    by_cases h : LinearIndependent ℝ ![a, b]
    · linear_combination (norm := module) add_indep a b h
    rw [LinearIndependent.pair_iff' ha] at h
    push Not at h
    obtain ⟨r, rfl⟩ := h
    -- tilt the second of two parallel faces slightly
    obtain ⟨c, hc⟩ := exists_linearIndependent_pair_of_one_lt_finrank (R := ℝ) (by simp) ha
    have key := vanish_at_zero
      (f := fun ε => T (a + (r • a + ε • c)) - T a - T (r • a + ε • c))
      (by fun_prop) (fun ε hε => add_indep _ _ (indep a c hc r ε hε))
    simp only [zero_smul, add_zero] at key
    linear_combination (norm := module) key
  exact ⟨add, fun c x => map_real_smul (AddMonoidHom.mk' T add) hT c x⟩
```

The facts `two`, `one` and `zero` are the successive shrinkings. `add_indep` and `add` give additivity, and `map_real_smul` supplies the real factors.

## The stress tensor of a traction field

```lean
/-- If the face forces of a traction field `t` balance on every non-degenerate tetrahedron,
there is exactly one stress tensor `σ` with `t n = σ n` for all unit normals `n`. -/
theorem existsUnique_stress_tensor (t : Space → Space)
    (bal : TetrahedronBalance (faceForce t)) :
    ∃! σ : Space →ₗ[ℝ] Space, ∀ n : Space, ‖n‖ = 1 → t n = σ n := by
  have hom : ∀ (c : ℝ) (a : Space), 0 ≤ c → faceForce t (c • a) = c • faceForce t a := by
    intro c a hc
    rcases hc.eq_or_lt with rfl | hc
    · simp [faceForce]
    have e : (c * ‖a‖)⁻¹ • c • a = ‖a‖⁻¹ • a := by
      rw [smul_smul, mul_inv, mul_right_comm, inv_mul_cancel₀ hc.ne', one_mul]
    unfold faceForce
    rw [norm_smul, Real.norm_of_nonneg hc.le, e, mul_smul]
  have lin := cauchy_stress hom bal
  refine ⟨lin.mk' _, fun n hn => by simp [faceForce, hn], fun τ hτ => ?_⟩
  have hτ' : ∀ n : Space, ‖n‖ = 1 → t n = τ n := hτ
  refine LinearMap.ext fun a => ?_
  show τ a = ‖a‖ • t (‖a‖⁻¹ • a)
  by_cases ha : a = 0
  · simp [ha]
  have hn : ‖a‖ ≠ 0 := norm_ne_zero_iff.2 ha
  have h1 : ‖‖a‖⁻¹ • a‖ = 1 := by
    rw [norm_smul, norm_inv, norm_norm, inv_mul_cancel₀ hn]
  rw [hτ' _ h1, map_smul, smul_smul, mul_inv_cancel₀ hn, one_smul]

end CauchyStress
```

The face force is positively homogeneous by construction, so continuity of `t` need not be assumed. The linear map $\sigma$ is the face force itself, and it is unique because every nonzero $a$ is $|a|$ times a unit normal. Its symmetry does not follow from these hypotheses; it comes from the balance of moments when there are no body couples or couple stresses.

For a continuum with balanced face forces, this is why a simulation can report the stress at a point as a $3\times3$ matrix: it fixes the traction on every plane through that point.

```lean
#print axioms CauchyStress.cauchy_stress
-- 'CauchyStress.cauchy_stress' depends on axioms: [propext, Classical.choice, Quot.sound]
#print axioms CauchyStress.balance_of_linear
-- 'CauchyStress.balance_of_linear' depends on axioms: [propext, Classical.choice, Quot.sound]
#print axioms CauchyStress.cauchy_stress_of_continuous
-- 'CauchyStress.cauchy_stress_of_continuous' depends on axioms: [propext, Classical.choice, Quot.sound]
#print axioms CauchyStress.existsUnique_stress_tensor
-- 'CauchyStress.existsUnique_stress_tensor' depends on axioms: [propext, Classical.choice, Quot.sound]
```
